# Desorption under linear heating with constant Arrhenius parameters: stationary temperatures of the rate, independent of initial coverage at first order, decreasing with it at second order

## Definitions and units

An adsorbate layer is heated linearly from $T_0>0$. The activation energy $E>0$ is in temperature units (energy divided by the gas constant), and $a>0$ is the prefactor divided by the heating rate. For fractional initial coverage $\theta_0>0$, define

$$k(T)=a\,e^{-E/T},\qquad F(T)=\int_{T_0}^{T}k(x)\,dx,$$

$$\theta_1=\theta_0e^{-F},\quad r_1=k\theta_1,\qquad \theta_2=\frac{1}{1/\theta_0+F},\quad r_2=k\theta_2^2.$$

Subscripts give the kinetic order; rates are per unit of temperature rise. "Stationary" means differentiable with slope zero.

## The two peak conditions

$$r_1'=0\iff \frac{E}{T^2}=k(T),\qquad r_2'=0\iff \frac{E}{T^2}=2k(T)\,\theta_2(T).$$

The first has exactly one positive root $T_p$, whatever $\theta_0$ is. The second has at most one root above $T_0$, and that root is strictly lower for larger $\theta_0$. It exists exactly when $2k(T_0)T_0^2\theta_0<E$.

## Checking a desorption integrator

For one adsorbate with constant $E$ and $a$, linear heating to a sufficiently high final temperature and no readsorption, a temperature-programmed desorption code can be tested by varying $\theta_0$ alone. Within numerical resolution, maxima above $T_0$ must coincide at first order and move down as $\theta_0$ grows at second order. Such a maximum exists at first order exactly when $T_p>T_0$, and at second order exactly when $2k(T_0)T_0^2\theta_0<E$. Otherwise the rate is greatest at the start of the run, and raising $\theta_0$ does not move that maximum.

## Derivation

Differentiation gives $k'=kE/T^2$ and $F'=k$, so $\theta_1'=-k\theta_1=-r_1$ and

$$r_1'=k\theta_1\left(\frac{E}{T^2}-k\right).$$

The factor $k\theta_1$ is positive, so stationarity means $kT^2=E$. The left side is strictly increasing. At $s=\sqrt{E/a}$ it is at most $as^2=E$. At $E+s$, the inequality $e^x\ge 1+x$ gives $k\ge as/(E+s)$, hence $kT^2\ge as(E+s)=asE+E>E$. There is therefore one root, between $s$ and $E+s$.

For second order, $\theta_2'=-k\theta_2^2=-r_2$ and

$$r_2'=k\theta_2^2\left(\frac{E}{T^2}-2k\theta_2\right).$$

Inserting $\theta_2$ turns the condition into $G(T)=1/\theta_0$, where

$$G=\frac{2kT^2}{E}-F,\qquad G'=2k+\frac{4kT}{E}-k=k+\frac{4kT}{E}>0.$$

Uniqueness follows. A larger $\theta_0$ lowers $1/\theta_0$ and hence $T$. A root above $T_0$ requires $G(T_0)=2k(T_0)T_0^2/E<1/\theta_0$. This also suffices, because $G'>k(T)\ge k(T_0)$ makes $G$ grow at least linearly.

## A peak at 400 K

Take $E=12000$ K, $T_0=200$ K and $a=0.075\,e^{30}\approx 8.0\times10^{11}$ K$^{-1}$. At 400 K, $k=0.075$ K$^{-1}$ and $E/T^2=0.075$ K$^{-1}$, so $T_p=400$ K.

For second order with the same numbers, $G(400)=2-F(400)$. Since $(kT^2/E)'=k+2kT/E>k$, we have $0<F(400)<1$, so $1<G(400)<2$. Also $G(200)=0.5\,e^{-30}<1$. The stationary temperature therefore lies below 400 K for $\theta_0=1$ and above it for $\theta_0=1/2$.

## The Lean file

```lean
import Mathlib

open Set

namespace ThermalDesorptionPeaks

noncomputable section

/-- Arrhenius rate constant per unit of temperature rise, with the activation energy `E` in
temperature units. -/
def rateConst (a E T : ℝ) : ℝ := a * Real.exp (-E / T)

/-- The rate constant accumulated while heating from `T0` to `T`. -/
def exposure (a E T0 T : ℝ) : ℝ := ∫ x in T0..T, rateConst a E x

/-- Coverage left at temperature `T` in first-order desorption from initial coverage `θ0`. -/
def coverage₁ (a E T0 θ0 T : ℝ) : ℝ := θ0 * Real.exp (-exposure a E T0 T)

/-- Coverage left at temperature `T` in second-order desorption from initial coverage `θ0`. -/
def coverage₂ (a E T0 θ0 T : ℝ) : ℝ := 1 / (1 / θ0 + exposure a E T0 T)

/-- First-order desorption rate: rate constant times coverage. -/
def rate₁ (a E T0 θ0 T : ℝ) : ℝ := rateConst a E T * coverage₁ a E T0 θ0 T

/-- Second-order desorption rate: rate constant times coverage squared. -/
def rate₂ (a E T0 θ0 T : ℝ) : ℝ := rateConst a E T * coverage₂ a E T0 θ0 T ^ 2

/-- The signal `f` is differentiable at `T` with slope zero. -/
def IsStationary (f : ℝ → ℝ) (T : ℝ) : Prop := HasDerivAt f 0 T

/-- The function of temperature that equals `1 / θ0` at a second-order stationary point. -/
def balance (a E T0 T : ℝ) : ℝ := 2 * rateConst a E T * T ^ 2 / E - exposure a E T0 T

variable {a E T0 θ0 S T : ℝ}

lemma rateConst_pos (ha : 0 < a) : 0 < rateConst a E T :=
  mul_pos ha (Real.exp_pos _)

lemma rateConst_mono (ha : 0 < a) (hE : 0 < E) (hS : 0 < S) (h : S ≤ T) :
    rateConst a E S ≤ rateConst a E T := by
  have h1 : E / T ≤ E / S := by gcongr
  refine mul_le_mul_of_nonneg_left (Real.exp_le_exp.mpr ?_) ha.le
  have h2 : -E / S = -(E / S) := neg_div _ _
  have h3 : -E / T = -(E / T) := neg_div _ _
  linarith

lemma hasDerivAt_rateConst (hT : 0 < T) :
    HasDerivAt (rateConst a E) (rateConst a E T * (E / T ^ 2)) T := by
  have h : HasDerivAt (fun x : ℝ => -E / x) (E / T ^ 2) T :=
    ((hasDerivAt_const T (-E)).fun_div (hasDerivAt_id' T) hT.ne').congr_deriv (by ring)
  have h2 := h.exp.const_mul a
  exact h2.congr_deriv (by unfold rateConst; ring)

lemma hasDerivAt_exposure (h0 : 0 < T0) (hT : 0 < T) :
    HasDerivAt (exposure a E T0) (rateConst a E T) T := by
  have hc : ContinuousOn (rateConst a E) (Ioi 0) := fun x hx =>
    (hasDerivAt_rateConst (mem_Ioi.mp hx)).continuousAt.continuousWithinAt
  have hi : IntervalIntegrable (rateConst a E) MeasureTheory.volume T0 T :=
    (hc.mono fun x hx => lt_of_lt_of_le (lt_min h0 hT) hx.1).intervalIntegrable
  exact intervalIntegral.integral_hasDerivAt_right hi
    (ContinuousOn.stronglyMeasurableAtFilter isOpen_Ioi hc T hT)
    (hasDerivAt_rateConst hT).continuousAt

lemma denom_pos (ha : 0 < a) (hθ : 0 < θ0) (hT : T0 ≤ T) :
    0 < 1 / θ0 + exposure a E T0 T := by
  have h : 0 ≤ exposure a E T0 T :=
    intervalIntegral.integral_nonneg hT fun _ _ => (rateConst_pos ha).le
  have h2 : 0 < 1 / θ0 := by positivity
  linarith

/-- The first-order coverage decreases with temperature at the first-order desorption rate. -/
theorem coverage₁_law (h0 : 0 < T0) (hT : 0 < T) :
    HasDerivAt (coverage₁ a E T0 θ0) (-rate₁ a E T0 θ0 T) T := by
  have h := (hasDerivAt_exposure (a := a) (E := E) h0 hT).fun_neg.exp.const_mul θ0
  exact h.congr_deriv (by unfold rate₁ coverage₁; ring)

/-- The second-order coverage decreases with temperature at the second-order desorption rate. -/
theorem coverage₂_law (ha : 0 < a) (h0 : 0 < T0) (hθ : 0 < θ0) (hT : T0 ≤ T) :
    HasDerivAt (coverage₂ a E T0 θ0) (-rate₂ a E T0 θ0 T) T := by
  have h := (hasDerivAt_const T (1 : ℝ)).fun_div
    ((hasDerivAt_exposure (a := a) (E := E) h0 (h0.trans_le hT)).const_add (1 / θ0))
    (denom_pos ha hθ hT).ne'
  exact h.congr_deriv (by
    unfold rate₂ coverage₂
    generalize 1 / θ0 + exposure a E T0 T = D
    ring)

/-- The first-order rate is stationary at `T` exactly when `E / T ^ 2` equals the rate constant. -/
theorem rate₁_stationary_iff (ha : 0 < a) (h0 : 0 < T0) (hθ : 0 < θ0) (hT : 0 < T) :
    IsStationary (rate₁ a E T0 θ0) T ↔ E / T ^ 2 = rateConst a E T := by
  have hd : HasDerivAt (rate₁ a E T0 θ0)
      (rateConst a E T * coverage₁ a E T0 θ0 T * (E / T ^ 2 - rateConst a E T)) T :=
    ((hasDerivAt_rateConst hT).fun_mul (coverage₁_law h0 hT)).congr_deriv
      (by unfold rate₁; ring)
  have hp : 0 < rateConst a E T * coverage₁ a E T0 θ0 T :=
    mul_pos (rateConst_pos ha) (mul_pos hθ (Real.exp_pos _))
  constructor
  · intro hs
    exact sub_eq_zero.mp ((mul_eq_zero.mp (hd.unique hs)).resolve_left hp.ne')
  · intro he
    exact hd.congr_deriv (by rw [sub_eq_zero.mpr he, mul_zero])

/-- The second-order rate is stationary at `T` exactly when `E / T ^ 2` equals twice the rate
constant times the remaining coverage. -/
theorem rate₂_stationary_iff (ha : 0 < a) (h0 : 0 < T0) (hθ : 0 < θ0) (hT : T0 ≤ T) :
    IsStationary (rate₂ a E T0 θ0) T ↔
      E / T ^ 2 = 2 * rateConst a E T * coverage₂ a E T0 θ0 T := by
  have hc := coverage₂_law (E := E) ha h0 hθ hT
  have hsq := hc.fun_mul hc
  simp only [← pow_two] at hsq
  have hd : HasDerivAt (rate₂ a E T0 θ0) (rateConst a E T * coverage₂ a E T0 θ0 T ^ 2 *
      (E / T ^ 2 - 2 * rateConst a E T * coverage₂ a E T0 θ0 T)) T :=
    ((hasDerivAt_rateConst (h0.trans_le hT)).fun_mul hsq).congr_deriv (by unfold rate₂; ring)
  have hp : 0 < rateConst a E T * coverage₂ a E T0 θ0 T ^ 2 :=
    mul_pos (rateConst_pos ha) (pow_pos (one_div_pos.mpr (denom_pos ha hθ hT)) 2)
  constructor
  · intro hs
    exact sub_eq_zero.mp ((mul_eq_zero.mp (hd.unique hs)).resolve_left hp.ne')
  · intro he
    exact hd.congr_deriv (by rw [sub_eq_zero.mpr he, mul_zero])

lemma stationary_iff_balance (ha : 0 < a) (hE : 0 < E) (h0 : 0 < T0) (hθ : 0 < θ0)
    (hT : T0 ≤ T) : IsStationary (rate₂ a E T0 θ0) T ↔ balance a E T0 T = 1 / θ0 := by
  have hT2 : T ^ 2 ≠ 0 := (pow_pos (h0.trans_le hT) 2).ne'
  rw [rate₂_stationary_iff ha h0 hθ hT, coverage₂, mul_one_div,
    div_eq_div_iff hT2 (denom_pos ha hθ hT).ne', balance, sub_eq_iff_eq_add,
    div_eq_iff hE.ne']
  constructor <;> intro h <;> linarith

lemma hasDerivAt_balance (hE : 0 < E) (h0 : 0 < T0) (hT : 0 < T) :
    HasDerivAt (balance a E T0) (rateConst a E T + 4 * rateConst a E T * T / E) T := by
  have hsq : HasDerivAt (fun x : ℝ => x ^ 2) (2 * T) T := by simpa using hasDerivAt_pow 2 T
  have h := ((((hasDerivAt_rateConst (a := a) (E := E) hT).const_mul 2).fun_mul hsq).div_const
    E).fun_sub (hasDerivAt_exposure (a := a) (E := E) h0 hT)
  exact h.congr_deriv (by field_simp; ring)

lemma balance_growth (ha : 0 < a) (hE : 0 < E) (h0 : 0 < T0) (hS : 0 < S) (h : S < T) :
    rateConst a E S * (T - S) < balance a E T0 T - balance a E T0 S := by
  -- mean value theorem, with the slope bounded below by the rate constant at `S`
  obtain ⟨c, hc, hm⟩ := exists_hasDerivAt_eq_slope (balance a E T0)
    (fun x => rateConst a E x + 4 * rateConst a E x * x / E) h
    (fun x hx => (hasDerivAt_balance hE h0
      (hS.trans_le hx.1)).continuousAt.continuousWithinAt)
    (fun x hx => hasDerivAt_balance hE h0 (hS.trans hx.1))
  have hk : 0 < rateConst a E c := rateConst_pos ha
  have hc0 : 0 < c := hS.trans hc.1
  have hp : 0 < 4 * rateConst a E c * c / E := by positivity
  have hle := rateConst_mono ha hE hS hc.1.le
  rw [← lt_div_iff₀ (sub_pos.mpr h), ← hm]
  change rateConst a E S < rateConst a E c + 4 * rateConst a E c * c / E
  linarith

lemma balance_lt (ha : 0 < a) (hE : 0 < E) (h0 : 0 < T0) (hS : 0 < S) (h : S < T) :
    balance a E T0 S < balance a E T0 T := by
  have h1 := balance_growth ha hE h0 hS h
  have h2 := mul_pos (rateConst_pos (E := E) (T := S) ha) (sub_pos.mpr h)
  linarith

/-- The first-order peak equation has exactly one positive solution. -/
theorem peak_equation_existsUnique (ha : 0 < a) (hE : 0 < E) :
    ∃! T : ℝ, 0 < T ∧ E / T ^ 2 = rateConst a E T := by
  have hmono : ∀ x y : ℝ, 0 < x → x < y →
      rateConst a E x * x ^ 2 < rateConst a E y * y ^ 2 := fun x y hx hxy =>
    mul_lt_mul' (rateConst_mono ha hE hx hxy.le) (by nlinarith) (sq_nonneg x) (rateConst_pos ha)
  obtain ⟨s, hs, hs2⟩ : ∃ s : ℝ, 0 < s ∧ a * s ^ 2 = E :=
    ⟨√(E / a), Real.sqrt_pos.mpr (div_pos hE ha), by
      rw [Real.sq_sqrt (div_pos hE ha).le, mul_div_cancel₀ _ ha.ne']⟩
  -- bracket the root between `s` and `E + s`
  have hlo : rateConst a E s * s ^ 2 ≤ E := by
    have h1 : Real.exp (-E / s) ≤ 1 :=
      Real.exp_le_one_iff.mpr (div_nonpos_of_nonpos_of_nonneg (by linarith) hs.le)
    have h2 : rateConst a E s ≤ a := mul_le_of_le_one_right ha.le h1
    have h3 := mul_le_mul_of_nonneg_right h2 (sq_nonneg s)
    linarith
  have hhi : E ≤ rateConst a E (E + s) * (E + s) ^ 2 := by
    have h1 := mul_le_mul_of_nonneg_right (mul_le_mul_of_nonneg_left
      (Real.add_one_le_exp (-E / (E + s))) ha.le) (sq_nonneg (E + s))
    have h2 : a * (-E / (E + s) + 1) * (E + s) ^ 2 = a * s * E + a * s ^ 2 := by
      have h3 : E + s ≠ 0 := by positivity
      field_simp
      ring
    have h4 : 0 < a * s * E := by positivity
    unfold rateConst
    linarith
  have hcont : ContinuousOn (fun x => rateConst a E x * x ^ 2) (Icc s (E + s)) := fun x hx =>
    ((hasDerivAt_rateConst (hs.trans_le hx.1)).continuousAt.mul
      (continuous_pow 2).continuousAt).continuousWithinAt
  obtain ⟨T, hT, hTe⟩ := intermediate_value_Icc (by linarith) hcont ⟨hlo, hhi⟩
  have hTe' : rateConst a E T * T ^ 2 = E := hTe
  have hT0 : 0 < T := hs.trans_le hT.1
  refine ⟨T, ⟨hT0, (div_eq_iff (pow_pos hT0 2).ne').mpr hTe'.symm⟩, ?_⟩
  rintro S ⟨hS, hSe⟩
  rw [div_eq_iff (pow_pos hS 2).ne'] at hSe
  rcases lt_trichotomy S T with h | h | h
  · linarith [hmono S T hS h]
  · exact h
  · linarith [hmono T S hT0 h]

/-- A second-order stationary temperature above `T0` exists exactly when the initial coverage
satisfies `2 k(T0) T0 ^ 2 θ0 < E`. -/
theorem rate₂_stationary_exists_iff (ha : 0 < a) (hE : 0 < E) (h0 : 0 < T0) (hθ : 0 < θ0) :
    (∃ T, T0 < T ∧ IsStationary (rate₂ a E T0 θ0) T) ↔
      2 * rateConst a E T0 * T0 ^ 2 * θ0 < E := by
  have hstart : balance a E T0 T0 < 1 / θ0 ↔ 2 * rateConst a E T0 * T0 ^ 2 * θ0 < E := by
    rw [balance, exposure, intervalIntegral.integral_same, sub_zero,
      div_lt_div_iff₀ hE hθ, one_mul]
  rw [← hstart]
  constructor
  · rintro ⟨T, hT, hs⟩
    rw [← (stationary_iff_balance ha hE h0 hθ hT.le).mp hs]
    exact balance_lt ha hE h0 h0 hT
  · intro h
    have hk : 0 < rateConst a E T0 := rateConst_pos ha
    -- linear growth carries the balance function past `1 / θ0`
    obtain ⟨d, hd, hde⟩ : ∃ d : ℝ, 0 < d ∧
        rateConst a E T0 * d = 1 / θ0 - balance a E T0 T0 :=
      ⟨_, div_pos (sub_pos.mpr h) hk, mul_div_cancel₀ _ hk.ne'⟩
    have hg := balance_growth ha hE h0 h0 (show T0 < T0 + d by linarith)
    rw [add_sub_cancel_left, hde] at hg
    have hcont : ContinuousOn (balance a E T0) (Icc T0 (T0 + d)) := fun x hx =>
      (hasDerivAt_balance hE h0 (h0.trans_le hx.1)).continuousAt.continuousWithinAt
    obtain ⟨T, hT, hTe⟩ := intermediate_value_Icc (by linarith) hcont
      ⟨h.le, by linarith⟩
    have hne : T0 ≠ T := by
      rintro rfl
      exact h.ne hTe
    exact ⟨T, lt_of_le_of_ne hT.1 hne, (stationary_iff_balance ha hE h0 hθ hT.1).mpr hTe⟩

/-- The first-order rate has one positive stationary temperature, common to all initial coverages.
Second-order stationary temperatures above `T0` are unique for each initial coverage and strictly
lower for larger initial coverage. -/
theorem desorption_peak_coverage_dependence (ha : 0 < a) (hE : 0 < E) (h0 : 0 < T0) :
    (∃ Tp, 0 < Tp ∧ ∀ θ, 0 < θ → ∀ T, 0 < T →
      (IsStationary (rate₁ a E T0 θ) T ↔ T = Tp)) ∧
    (∀ θ, 0 < θ → ∀ S T, T0 < S → T0 < T → IsStationary (rate₂ a E T0 θ) S →
      IsStationary (rate₂ a E T0 θ) T → S = T) ∧
    (∀ θ θ', 0 < θ → θ < θ' → ∀ T T', T0 < T → T0 < T' → IsStationary (rate₂ a E T0 θ) T →
      IsStationary (rate₂ a E T0 θ') T' → T' < T) := by
  refine ⟨?_, ?_, ?_⟩
  · obtain ⟨Tp, ⟨hp, he⟩, hu⟩ := peak_equation_existsUnique ha hE
    refine ⟨Tp, hp, fun θ hθ T hT => ?_⟩
    rw [rate₁_stationary_iff ha h0 hθ hT]
    exact ⟨fun h => hu T ⟨hT, h⟩, fun h => by rw [h]; exact he⟩
  · intro θ hθ S T hS hT h1 h2
    rw [stationary_iff_balance ha hE h0 hθ hS.le] at h1
    rw [stationary_iff_balance ha hE h0 hθ hT.le] at h2
    rcases lt_trichotomy S T with h | h | h
    · linarith [balance_lt ha hE h0 (h0.trans hS) h]
    · exact h
    · linarith [balance_lt ha hE h0 (h0.trans hT) h]
  · intro θ θ' hθ hlt T T' hT hT' h1 h2
    rw [stationary_iff_balance ha hE h0 hθ hT.le] at h1
    rw [stationary_iff_balance ha hE h0 (hθ.trans hlt) hT'.le] at h2
    have hinv : 1 / θ' < 1 / θ := one_div_lt_one_div_of_lt hθ hlt
    by_contra hcon
    rcases (not_lt.mp hcon).lt_or_eq with h | h
    · linarith [balance_lt ha hE h0 (h0.trans hT) h]
    · rw [h] at h1
      linarith

end

end ThermalDesorptionPeaks
```

```lean
#print axioms ThermalDesorptionPeaks.rate₂_stationary_exists_iff
#print axioms ThermalDesorptionPeaks.desorption_peak_coverage_dependence
```

```
'ThermalDesorptionPeaks.rate₂_stationary_exists_iff' depends on axioms: [propext, Classical.choice, Quot.sound]
'ThermalDesorptionPeaks.desorption_peak_coverage_dependence' depends on axioms: [propext, Classical.choice, Quot.sound]
```

## Reading the theorems and their proofs

`rateConst`, `exposure` and `balance` are $k$, $F$ and $G$. `IsStationary f T` is `HasDerivAt f 0 T`. In `desorption_peak_coverage_dependence`, `Tp` is chosen before the coverage `θ`, which expresses independence of coverage; the other two parts state second-order uniqueness and the downward shift. `rate₂_stationary_exists_iff` supplies the existence criterion.

`coverage₁_law` and `coverage₂_law` prove that the coverage formulas obey their rate equations. The two `stationary_iff` theorems factor the derivatives as above. `peak_equation_existsUnique` applies the intermediate value theorem to the bracket. `balance_growth` uses the mean value theorem to obtain the linear growth, and `balance_lt` then settles uniqueness and ordering by comparing temperatures.

## Limits of the model

The condition $E>0$ represents an activated process. With $E=0$, $k=a$ and $r_1=a\theta_0e^{-a(T-T_0)}$, which has no stationary point.

The theorems locate zero slopes; the sign change of the bracketed factors identifies them as maxima. Coverage-dependent $E$ or $a$ and nonlinear heating are not covered, nor are discretisation and rounding errors, since the theorems concern exact real functions.
